# Positive semidefinite coupling cannot raise the static polarizability of a positive definite Kohn–Sham response

After solving the coupled static response equations with Hartree coupling only, one can compare the polarizability along any one direction with the uncoupled value computed from the same orbitals. The coupled value should not be the larger one. If it clearly is, the coupling may have the wrong sign, the linear solver may not have converged, or an orbital-energy difference may be negative. The check rests on a matrix inequality for static response in a finite basis.

## Response matrices for occupied–virtual pairs

For real orbitals, the static limit of linear-response time-dependent density functional theory is a real linear system over pairs of an occupied and a virtual orbital. Let $d$ be the vector of dipole matrix elements in one direction. Without coupling, the response $y$ solves $My=d$, where $M$ is diagonal and holds the orbital-energy differences. With coupling, the response $x$ solves $(M+K)x=d$, where $Kx$ is the potential induced by the response. Up to a positive prefactor, the polarizabilities are $d\cdot M^{-1}d$ and $d\cdot(M+K)^{-1}d$.

Two conditions are assumed:

- $M$ is symmetric positive definite. For Kohn–Sham orbitals this means that in every pair the virtual level lies above the occupied one.
- $K$ is symmetric positive semidefinite, so $v\cdot Kv\ge 0$ for every $v$. Hartree coupling satisfies this, because $v\cdot Kv$ is then proportional to the Coulomb self-energy of a transition density. An exchange–correlation kernel can add negative contributions, and the condition must then be checked for the sum.

## The inequality and its equality case

Under these conditions, for every $d$,

$$d\cdot(M+K)^{-1}d\;\le\; d\cdot M^{-1}d,$$

with equality exactly when $KM^{-1}d=0$, that is, when the uncoupled response induces no potential.

## Derivation from the Dyson equation

Both matrices are invertible, since $M+K$ is also positive definite. Multiplying $Mx+Kx=d$ by $M^{-1}$ and writing $w=Kx$ gives the Dyson equation

$$M^{-1}d=x+M^{-1}w.$$

Contracting with $d$ gives

$$d\cdot M^{-1}d-d\cdot x=d\cdot M^{-1}w.$$

Since $M^{-1}$ is symmetric, the right-hand side equals $(M^{-1}d)\cdot w$. Inserting the Dyson equation once more yields the screening formula

$$d\cdot M^{-1}d-d\cdot(M+K)^{-1}d=x\cdot Kx+w\cdot M^{-1}w.$$

Both terms on the right are nonnegative, which proves the inequality.

If the two polarizabilities are equal, both terms vanish. Positive definiteness of $M^{-1}$ then forces $w=0$, the Dyson equation gives $M^{-1}d=x$, and so $KM^{-1}d=0$. Conversely, if $KM^{-1}d=0$, then $(M+K)M^{-1}d=d$. The uncoupled response already solves the coupled equation, and the polarizabilities agree.

## Coupling strength and the converse

For strengths $0\le s\le t$, write $M+tK=(M+sK)+(t-s)K$. The first matrix is positive definite and the second positive semidefinite, so the inequality shows that the polarizability does not increase from $s$ to $t$.

For the converse, let $M$ and $M+K$ be positive definite, and suppose that the coupling raises the polarizability for no $d$. Then $D=M^{-1}-(M+K)^{-1}$ is positive semidefinite. Apply the inequality with $(M+K)^{-1}$ in place of $M$ and $D$ in place of $K$. Their sum is $M^{-1}$, so for every $v$

$$v\cdot Mv\le v\cdot(M+K)v,$$

which says $v\cdot Kv\ge0$. Here $d$ ranges over all vectors. The dipole vectors of one molecule span at most three dimensions, so in general they do not suffice.

## Two orbital pairs worked by hand

Take

$$M=\begin{pmatrix}1&0\\0&2\end{pmatrix},\quad K=\begin{pmatrix}1&1\\1&1\end{pmatrix},\quad d=\begin{pmatrix}1\\1\end{pmatrix}.$$

The uncoupled polarizability is $1+\tfrac12=\tfrac32$. The coupled response is $x=(\tfrac25,\tfrac15)$, with polarizability $\tfrac35$. The drop is $\tfrac9{10}$. With $w=(\tfrac35,\tfrac35)$, the screening formula gives $\tfrac9{25}+\tfrac{27}{50}=\tfrac9{10}$, as it should.

For $d=(1,-2)$ the uncoupled response is $(1,-1)$, which $K$ sends to zero. Both polarizabilities equal $3$. This second case illustrates the matrix statement only. For a molecule with Hartree coupling, a response that induces no potential has no density change and therefore no dipole, so equality then occurs only for $d=0$.

## The statements in Lean

The finite type `n` labels the orbital pairs, and `Matrix n n ℝ` holds the response matrices. `response A d` is $A^{-1}d$, and `polarizability A d` is $d\cdot A^{-1}d$ without the physical prefactor. In the docstrings, the uncoupled response to the induced potential $w=Kx$ likewise means $M^{-1}w$. Since $Mx=d-w$, this potential contributes $-M^{-1}w$ to the coupled response. `M.PosDef` and `K.PosSemidef` include symmetry. `M` need not be diagonal.

The main theorem is `coupled_polarizability_le`, and `coupled_polarizability_eq_iff` is the equality case. The last two theorems treat the coupling strength and the converse. The matrices are given: the file neither constructs them from orbitals nor derives positivity of `K` from a functional. It concerns zero frequency and a finite basis.

```lean
import Mathlib

open Matrix

namespace StaticPolarizabilityScreening

noncomputable section

variable {n : Type*} [Fintype n] [DecidableEq n]

/-- The static response `A⁻¹ d` of a system with response matrix `A` to the dipole
vector `d`, for invertible `A`. -/
def response (A : Matrix n n ℝ) (d : n → ℝ) : n → ℝ := A⁻¹ *ᵥ d

/-- The static polarizability `d · A⁻¹ d` along the dipole vector `d`, for invertible `A`. -/
def polarizability (A : Matrix n n ℝ) (d : n → ℝ) : ℝ := d ⬝ᵥ response A d

/-- For an invertible response matrix, the static response solves the linear response
equation `A x = d`. -/
theorem response_solves {A : Matrix n n ℝ} (hA : IsUnit A.det) (d : n → ℝ) :
    A *ᵥ response A d = d := by
  rw [response, mulVec_mulVec, mul_nonsing_inv A hA, one_mulVec]

/-- Dyson equation: if `M` and `M + K` are invertible, the uncoupled response to `d` is the
coupled response `x` plus the uncoupled response to the induced potential `K x`. -/
theorem dyson_equation {M K : Matrix n n ℝ} (hM : IsUnit M.det) (hMK : IsUnit (M + K).det)
    (d : n → ℝ) :
    response M d = response (M + K) d + response M (K *ᵥ response (M + K) d) := by
  have h := response_solves hMK d
  obtain ⟨x, hx⟩ : ∃ x, x = response (M + K) d := ⟨_, rfl⟩
  rw [← hx] at h ⊢
  rw [add_mulVec] at h
  have e : M⁻¹ *ᵥ (M *ᵥ x) = x := by
    rw [mulVec_mulVec, nonsing_inv_mul M hM, one_mulVec]
  unfold response
  rw [← h, mulVec_add, e]

omit [DecidableEq n] in
/-- A real symmetric matrix can be moved from one side of the dot product to the other. -/
theorem dotProduct_mulVec_symm {A : Matrix n n ℝ} (hA : A.IsHermitian) (u v : n → ℝ) :
    u ⬝ᵥ A *ᵥ v = (A *ᵥ u) ⬝ᵥ v := by
  have hT : Aᵀ = A := (conjTranspose_eq_transpose_of_trivial A).symm.trans hA.eq
  rw [dotProduct_mulVec, ← mulVec_transpose, hT]

/-- Exact screening formula: for symmetric invertible `M` and invertible `M + K`, the uncoupled
polarizability minus the coupled one is the coupling energy `x · K x` of the coupled response `x`
plus the uncoupled polarizability along the induced potential `K x`. -/
theorem polarizability_sub {M K : Matrix n n ℝ} (hS : M.IsHermitian) (hM : IsUnit M.det)
    (hMK : IsUnit (M + K).det) (d : n → ℝ) :
    polarizability M d - polarizability (M + K) d =
      response (M + K) d ⬝ᵥ K *ᵥ response (M + K) d
        + polarizability M (K *ᵥ response (M + K) d) := by
  have hy := dyson_equation hM hMK d
  obtain ⟨x, hx⟩ : ∃ x, x = response (M + K) d := ⟨_, rfl⟩
  unfold polarizability
  rw [← hx] at hy ⊢
  obtain ⟨w, hw⟩ : ∃ w, w = K *ᵥ x := ⟨_, rfl⟩
  rw [← hw] at hy ⊢
  -- contract the Dyson equation with `d`, then with the induced potential `w`
  have h1 : d ⬝ᵥ response M d = d ⬝ᵥ x + d ⬝ᵥ response M w := by
    rw [← dotProduct_add, ← hy]
  have hs : d ⬝ᵥ response M w = response M d ⬝ᵥ w := dotProduct_mulVec_symm hS.inv d w
  have h2 : response M d ⬝ᵥ w = x ⬝ᵥ w + w ⬝ᵥ response M w := by
    rw [hy, add_dotProduct, dotProduct_comm (response M w) w]
  linear_combination h1 + hs + h2

/-- A positive definite response matrix has a positive polarizability along every nonzero
dipole vector. -/
theorem polarizability_pos {A : Matrix n n ℝ} (hA : A.PosDef) {d : n → ℝ} (hd : d ≠ 0) :
    0 < polarizability A d := by
  have h := hA.inv.dotProduct_mulVec_pos hd
  rw [star_trivial] at h
  exact h

/-- The coupling cannot raise the static polarizability: for positive definite `M` and positive
semidefinite `K`, `d · (M + K)⁻¹ d ≤ d · M⁻¹ d` for every dipole vector `d`. -/
theorem coupled_polarizability_le {M K : Matrix n n ℝ} (hM : M.PosDef) (hK : K.PosSemidef)
    (d : n → ℝ) : polarizability (M + K) d ≤ polarizability M d := by
  have h := polarizability_sub hM.isHermitian hM.det_pos.ne'.isUnit
    (hM.add_posSemidef hK).det_pos.ne'.isUnit d
  have h1 := hK.dotProduct_mulVec_nonneg (response (M + K) d)
  have h2 := hM.inv.posSemidef.dotProduct_mulVec_nonneg (K *ᵥ response (M + K) d)
  rw [star_trivial] at h1 h2
  change 0 ≤ polarizability M (K *ᵥ response (M + K) d) at h2
  linarith

/-- For positive definite `M` and positive semidefinite `K`, the coupling leaves the
polarizability along `d` unchanged exactly when the uncoupled response to `d` induces no
potential. -/
theorem coupled_polarizability_eq_iff {M K : Matrix n n ℝ} (hM : M.PosDef)
    (hK : K.PosSemidef) (d : n → ℝ) :
    polarizability (M + K) d = polarizability M d ↔ K *ᵥ response M d = 0 := by
  have uM : IsUnit M.det := hM.det_pos.ne'.isUnit
  have uMK : IsUnit (M + K).det := (hM.add_posSemidef hK).det_pos.ne'.isUnit
  constructor
  · intro heq
    have h := polarizability_sub hM.isHermitian uM uMK d
    have h1 := hK.dotProduct_mulVec_nonneg (response (M + K) d)
    rw [star_trivial] at h1
    -- a nonzero induced potential would lower the polarizability strictly
    have hw : K *ᵥ response (M + K) d = 0 := by
      by_contra hne
      have h2 := polarizability_pos hM hne
      linarith
    have hy := dyson_equation uM uMK d
    rw [hw] at hy
    have h0 : response M (0 : n → ℝ) = 0 := mulVec_zero _
    rw [hy, h0, add_zero, hw]
  · intro h0
    -- the uncoupled response already solves the coupled equation
    have h : (M + K) *ᵥ response M d = d := by
      rw [add_mulVec, h0, add_zero, response_solves uM]
    have e : (M + K)⁻¹ *ᵥ ((M + K) *ᵥ response M d) = response M d := by
      rw [mulVec_mulVec, nonsing_inv_mul _ uMK, one_mulVec]
    rw [h] at e
    exact congrArg (fun v => d ⬝ᵥ v) e

/-- For positive definite `M` and positive semidefinite `K`, the polarizability does not
increase when the coupling strength is raised from `s ≥ 0` to `t ≥ s`. -/
theorem polarizability_antitone_coupling {M K : Matrix n n ℝ} (hM : M.PosDef)
    (hK : K.PosSemidef) {s t : ℝ} (hs : 0 ≤ s) (hst : s ≤ t) (d : n → ℝ) :
    polarizability (M + t • K) d ≤ polarizability (M + s • K) d := by
  have e : M + t • K = M + s • K + (t - s) • K := by module
  rw [e]
  exact coupled_polarizability_le (hM.add_posSemidef (hK.smul hs))
    (hK.smul (sub_nonneg.mpr hst)) d

/-- Converse: if `M` and `M + K` are positive definite and the coupling `K` raises the
polarizability along no dipole vector, then `K` is positive semidefinite. -/
theorem posSemidef_of_polarizability_le {M K : Matrix n n ℝ} (hM : M.PosDef)
    (hMK : (M + K).PosDef)
    (h : ∀ d, polarizability (M + K) d ≤ polarizability M d) : K.PosSemidef := by
  have hD : (M⁻¹ - (M + K)⁻¹).PosSemidef := by
    refine PosSemidef.of_dotProduct_mulVec_nonneg
      (hM.inv.isHermitian.sub hMK.inv.isHermitian) (fun d => ?_)
    have hd := h d
    unfold polarizability response at hd
    rw [star_trivial, sub_mulVec, dotProduct_sub]
    linarith
  have hS : K.IsHermitian := by
    have h' := hMK.isHermitian.sub hM.isHermitian
    rwa [add_sub_cancel_left] at h'
  refine PosSemidef.of_dotProduct_mulVec_nonneg hS (fun v => ?_)
  -- apply the main theorem to the inverse matrices
  have hv := coupled_polarizability_le hMK.inv hD v
  rw [add_sub_cancel] at hv
  unfold polarizability response at hv
  rw [nonsing_inv_nonsing_inv M hM.det_pos.ne'.isUnit,
    nonsing_inv_nonsing_inv (M + K) hMK.det_pos.ne'.isUnit, add_mulVec, dotProduct_add] at hv
  rw [star_trivial]
  linarith

end

end StaticPolarizabilityScreening
```

```lean
#print axioms StaticPolarizabilityScreening.coupled_polarizability_le
#print axioms StaticPolarizabilityScreening.coupled_polarizability_eq_iff
#print axioms StaticPolarizabilityScreening.polarizability_antitone_coupling
#print axioms StaticPolarizabilityScreening.posSemidef_of_polarizability_le
```

```
'StaticPolarizabilityScreening.coupled_polarizability_le' depends on axioms: [propext, Classical.choice, Quot.sound]
'StaticPolarizabilityScreening.coupled_polarizability_eq_iff' depends on axioms: [propext, Classical.choice, Quot.sound]
'StaticPolarizabilityScreening.polarizability_antitone_coupling' depends on axioms: [propext, Classical.choice, Quot.sound]
'StaticPolarizabilityScreening.posSemidef_of_polarizability_le' depends on axioms: [propext, Classical.choice, Quot.sound]
```

## From the screening formula to the theorems

`response_solves` confirms that `response` solves the linear system, and `dyson_equation` multiplies the coupled system by $M^{-1}$. `dotProduct_mulVec_symm` moves a symmetric matrix across the dot product.

In `polarizability_sub`, `h1` is the contraction with $d$, `hs` uses the symmetry of $M^{-1}$, and `h2` inserts the Dyson equation again. `linear_combination h1 + hs + h2` adds the three. This identity needs no positivity, only a symmetric invertible `M` and an invertible `M + K`.

The main theorem obtains invertibility from positive determinants, shows that both screening terms are nonnegative, and finishes with `linarith`. For the equality case, `polarizability_pos` supplies strictness: a nonzero induced potential would contradict equal polarizabilities. The reverse direction checks that the uncoupled response solves the coupled equation.

In `polarizability_antitone_coupling`, `module` verifies the splitting of $M+tK$. In `posSemidef_of_polarizability_le`, `hD` is the positivity of $D$, and `hv` is the main theorem applied to the inverse matrices. Undoing the double inverses leaves $v\cdot Kv\ge0$.
